# The number of slabs times the mean of a quantity over them is its total

Suppose a real quantity `x i` is given for each slab `i` in a finite set, and its mean is the plain, equally weighted sum divided by the number of slabs. The lemma `card_mul_mean` says that the number of slabs times this mean is the sum of the values. The set may be empty: Lean takes division by zero to be zero, so both sides are then zero. The attempt treats the empty case with `simp`, and in the nonempty case shows that the number of slabs is not zero, so that it can be cancelled.

Lean 4 with Mathlib refuses this proof:

```lean
import Mathlib

namespace CardMulMean

noncomputable section

variable {ι : Type*} [Fintype ι]

/-- The arithmetic mean of a quantity over a nonempty finite set of slabs. -/
def mean (x : ι → ℝ) : ℝ := (∑ i, x i) / (Fintype.card ι : ℝ)

lemma card_mul_mean (x : ι → ℝ) : (Fintype.card ι : ℝ) * mean x = ∑ i, x i := by
  rcases isEmpty_or_nonempty ι with h | h
  · simp [mean]
  · have hn : (Fintype.card ι : ℝ) ≠ 0 := by exact_mod_cast Fintype.card_ne_zero
    exact mul_div_cancel₀ _ hn |> fun _ => by rw [mean, mul_comm, div_mul_cancel₀ _ hn]

end

end CardMulMean
```

Compiling this gives:

```
Main.lean:16:26: error: don't know how to synthesize placeholder for argument `a`
context:
ι : Type u_1
inst✝ : Fintype ι
x : ι → ℝ
h : Nonempty ι
hn : ↑(Fintype.card ι) ≠ 0
⊢ ℝ
Main.lean:16:38: error(lean.inferBinderTypeFailed): Failed to infer binder type
```

Diagnosis. The two errors have one source. In Lean `a |> f` means `f a`, so the failing line passes the term `mul_div_cancel₀ _ hn` to a function that ignores its argument and proves the goal by `rw`. The first `_` stands for a real number, the argument `a` of the cancellation lemma. Neither `hn` nor the goal fixes it, because the result is thrown away, and Lean reports that it can't synthesize the placeholder. The second message concerns the `_` after `fun`: its type is the statement of that same cancellation fact, which contains the unknown number, so the binder type can't be inferred either.

The repair drops the unused term and the function around it, and runs the same `rw` directly on the goal. This unfolds `mean`, swaps the factors with `mul_comm`, and cancels the number of slabs with `div_mul_cancel₀`. Here the `_` in `div_mul_cancel₀ _ hn` does no harm, since `rw` finds its value, the sum, by matching the goal.

This version goes through:

```diff
@@ -14,5 +14,5 @@
   · simp [mean]
   · have hn : (Fintype.card ι : ℝ) ≠ 0 := by exact_mod_cast Fintype.card_ne_zero
-    exact mul_div_cancel₀ _ hn |> fun _ => by rw [mean, mul_comm, div_mul_cancel₀ _ hn]
+    rw [mean, mul_comm, div_mul_cancel₀ _ hn]
 
 end
```
